# The energy at which the WKB action in the well |x|^N takes a given positive value

For one particle on a line in the potential `|x|^N`, with real `N > 0` and units in which ħ = m = 1, the WKB action at energy `E` is the integral of the classical momentum `√(2(E - |x|^N))` over the classically allowed region. The theorem `wkbAction_eq_iff` says that this action equals a given `c > 0` exactly when `E = (c / S)^(2N/(N+2))`, where `S` is the action at unit energy. The proof uses the scaling law, by which the action at `E > 0` is `E^(1/2 + 1/N)` times `S`, and the positivity of `S`. It then inverts the power, since the exponents `1/2 + 1/N` and `2N/(N+2)` have product 1; this product is the auxiliary fact `hq`.

As first written in Lean, the proof fails:

```lean
import Mathlib

open MeasureTheory
open scoped Real

namespace WkbActionEqIff

noncomputable section

/-- The WKB action at energy `E` in the well `|x|^N`: the integral of the classical momentum
`√(2(E - |x|^N))` over the classically allowed region (units with `ħ = m = 1`). -/
def wkbAction (N E : ℝ) : ℝ :=
  ∫ x in {x : ℝ | |x| ^ N ≤ E}, √(2 * (E - |x| ^ N))

/-- The action is also the integral over the whole line of the square root, which Lean sets
to zero in the forbidden region. -/
theorem wkbAction_eq_integral (N E : ℝ) :
    wkbAction N E = ∫ x : ℝ, √(2 * (E - |x| ^ N)) := by
  unfold wkbAction
  apply setIntegral_eq_integral_of_forall_compl_eq_zero
  intro x hx
  have h : E < |x| ^ N := not_le.mp hx
  exact Real.sqrt_eq_zero_of_nonpos (by linarith)

/-- Scaling law: for `N > 0` and `E > 0` the action grows with energy as `E^(1/2 + 1/N)`. -/
theorem wkbAction_scaling {N E : ℝ} (hN : 0 < N) (hE : 0 < E) :
    wkbAction N E = E ^ (1 / 2 + 1 / N) * wkbAction N 1 := by
  rw [wkbAction_eq_integral N E, wkbAction_eq_integral N 1]
  have ha : 0 < E ^ (1 / N) := Real.rpow_pos_of_pos hE _
  have haN : (E ^ (1 / N)) ^ N = E := by
    rw [← Real.rpow_mul hE.le, one_div_mul_cancel hN.ne', Real.rpow_one]
  -- measure length in units of the turning point `E^(1/N)`
  have key := Measure.integral_comp_mul_left
    (fun x : ℝ => √(2 * (E - |x| ^ N))) (E ^ (1 / N))
  have hpt : ∀ x : ℝ, √(2 * (E - |E ^ (1 / N) * x| ^ N)) = √E * √(2 * (1 - |x| ^ N)) := by
    intro x
    rw [abs_mul, abs_of_pos ha, Real.mul_rpow ha.le (abs_nonneg x), haN,
      ← Real.sqrt_mul hE.le]
    congr 1
    ring
  simp only [hpt] at key
  rw [integral_const_mul, abs_of_pos (inv_pos.mpr ha), smul_eq_mul] at key
  rw [Real.rpow_add hE, ← Real.sqrt_eq_rpow E, mul_assoc, mul_left_comm, key,
    mul_inv_cancel_left₀ ha.ne']

/-- For `N > 0` the action at unit energy is positive. -/
theorem wkbAction_one_pos {N : ℝ} (hN : 0 < N) : 0 < wkbAction N 1 := by
  rw [wkbAction_eq_integral]
  have hc : Continuous fun x : ℝ => √(2 * (1 - |x| ^ N)) :=
    (continuous_const.mul (continuous_const.sub
      (continuous_abs.rpow_const fun _ => Or.inr hN.le))).sqrt
  have hs : HasCompactSupport fun x : ℝ => √(2 * (1 - |x| ^ N)) := by
    apply HasCompactSupport.intro (isCompact_Icc (a := (-1 : ℝ)) (b := 1))
    intro x hx
    have h1 : 1 < |x| := by
      by_contra h
      exact hx (abs_le.mp (not_lt.mp h))
    have h2 : 1 ≤ |x| ^ N := Real.one_le_rpow h1.le hN.le
    exact Real.sqrt_eq_zero_of_nonpos (by linarith)
  refine hc.integral_pos_of_hasCompactSupport_nonneg_nonzero hs
    (fun x => Real.sqrt_nonneg _) (x := 0) ?_
  simp [Real.zero_rpow hN.ne']

/-- For `N > 0` the action takes a value `c > 0` at exactly the energy
`(c / S)^(2N/(N+2))`, where `S` is the action at unit energy. -/
theorem wkbAction_eq_iff {N E c : ℝ} (hN : 0 < N) (hc : 0 < c) :
    wkbAction N E = c ↔ E = (c / wkbAction N 1) ^ (2 * N / (N + 2)) := by
  have hS := wkbAction_one_pos hN
  have hq : (1 / 2 + 1 / N) * (2 * N / (N + 2)) = 1 := by
    have : N + 2 ≠ 0 := by positivity
    field_simp
    ring
  constructor
  · intro h
    have hE : 0 < E := by
      -- without an allowed region the action would vanish
      by_contra hE
      have h0 : ∀ x : ℝ, √(2 * (E - |x| ^ N)) = 0 := fun x =>
        Real.sqrt_eq_zero_of_nonpos (by
          have := Real.rpow_nonneg (abs_nonneg x) N
          linarith)
      rw [wkbAction_eq_integral] at h
      simp only [h0, integral_zero] at h
      linarith
    rw [← h, wkbAction_scaling hN hE, mul_div_cancel_right₀ _ hS.ne',
      ← Real.rpow_mul hE.le, hq, Real.rpow_one]
  · intro h
    have hd : 0 < c / wkbAction N 1 := div_pos hc hS
    have hE : 0 < E := h ▸ Real.rpow_pos_of_pos hd _
    rw [wkbAction_scaling hN hE, h, ← Real.rpow_mul hd.le, mul_comm (2 * N / (N + 2)), hq,
      Real.rpow_one, div_mul_cancel₀ _ hS.ne']

end

end WkbActionEqIff
```

Lean reports:

```
Main.lean:72:4: error: No goals to be solved
```

What went wrong. The error "No goals to be solved" falls on the `ring` that ends the proof of `hq`, the identity `(1 / 2 + 1 / N) * (2 * N / (N + 2)) = 1`. The `field_simp` just before it is there to clear the denominators, and `ring` was meant to prove the polynomial identity left over. But here `field_simp` proves the whole equation by itself, so nothing is left for `ring`, and Lean reports an error when `ring` is called with no goal. The identity itself is correct, and deleting `ring` cures the error.

The other change only rewords a comment and has no effect on compilation. The old comment spoke of there being no allowed region, but that step covers all `E ≤ 0`, and at `E = 0` the allowed region is the single point `x = 0`.

As a diff, the version that Lean accepts:

```diff
@@ -70,9 +70,8 @@
     have : N + 2 ≠ 0 := by positivity
     field_simp
-    ring
   constructor
   · intro h
     have hE : 0 < E := by
-      -- without an allowed region the action would vanish
+      -- for `E ≤ 0` the action would vanish
       by_contra hE
       have h0 : ∀ x : ℝ, √(2 * (E - |x| ^ N)) = 0 := fun x =>
```
